# Inversion-symmetric Wannier functions on a finite ring and Kohn's four parity cases

Crystal momenta and lattice sites are both represented here by integers modulo $N$. The label $j$ stands for the wave number $k=2\pi j/N$, and a site $R$ is a cell of a ring with $N$ cells, as under Born–von Kármán boundary conditions. A band is a family of vectors $\psi_k$ in a complex vector space $V$, and inversion is a linear map $P$ on $V$. With

$$w_R=\sum_k e^{-ikR}\psi_k ,$$

the central result is that, for any complex number $s$ and integer $m$,

$$P\psi_k=s\,e^{ikm}\psi_{-k}\ \text{ for all }k\iff Pw_R=s\,w_{m-R}\ \text{ for all }R .$$

For a single band on a ring with an even number of cells, this connects the parities of the Bloch states at $k=0$ and $k=\pi$, as read off a band-structure calculation, to the symmetry of the Wannier functions. The equivalence requires neither $s=\pm1$ nor linearly independent $\psi_k$.

## Periodicity in momentum and position

Indexing by `ZMod N` builds in $\psi_{k+2\pi}=\psi_k$ and $w_{R+N}=w_R$. The derivation uses this when it replaces $k$ by $-k$ in a sum over the whole mesh. Without it, $\psi_{-\pi}$ and $\psi_\pi$ could differ by a phase, and the Bloch relation at $k=\pi$ would not by itself give the parity of $\psi_\pi$.

In Lean 4 with Mathlib:

```lean
import Mathlib

open Complex

namespace KohnWannierInversion

noncomputable section

variable {N : ℕ} [NeZero N] {V : Type*} [AddCommGroup V] [Module ℂ V]
```

The function `phase k R` is $e^{ikR}$, and `wannier ψ R` is $w_R$ without a prefactor. For orthonormal $\psi_k$ the normalised Wannier functions are $w_R/\sqrt N$; the factor multiplies both sides of the symmetry relation and changes nothing.

```lean
/-- The Bloch phase `exp(ikR)` for a mesh point `k` and a site `R` of a ring of `N` cells. -/
def phase (k R : ZMod N) : ℂ := ZMod.stdAddChar (k * R)

/-- The Wannier function `w_R = ∑ₖ exp(-ikR) ψₖ` (without normalisation factor). -/
def wannier (ψ : ZMod N → V) (R : ZMod N) : V := ∑ k, phase (-k) R • ψ k
```

The next theorem confirms that the label $j$ has the wave number $2\pi j/N$.

```lean
/-- The mesh point with label `j` has wave number `2πj/N`. -/
theorem phase_eq_exp (j R : ℤ) :
    phase (j : ZMod N) (R : ZMod N) = exp (I * (2 * Real.pi * j / N) * R) := by
  unfold phase
  rw [← Int.cast_mul, ZMod.stdAddChar_coe]
  congr 1
  push_cast
  ring
```

## A mesh that contains the zone boundary

The hypothesis `hN : N = 2 * M` says that $k=\pi$ is a mesh point, with label $M$. By hand, $e^{i\pi m}=(-1)^m$; `phase_pi` obtains this from the exponential formula by cancelling $M$ in $2\pi M/(2M)$.

The equivalence holds for odd $N$ too, but the parity classification does not carry over. On a ring of three cells, $m=0$ and $m=3$ give the same relation $Pw_R=s\,w_{m-R}$, so this relation cannot tell even $m$ from odd $m$.

```lean
/-- At the zone boundary `k = π` of an even mesh the Bloch phase is `(-1)^m`. -/
theorem phase_pi {M : ℕ} (hN : N = 2 * M) (m : ℤ) :
    phase (M : ZMod N) (m : ZMod N) = (-1) ^ m := by
  have hM : (M : ℂ) ≠ 0 := by
    have h := NeZero.ne N
    exact_mod_cast (show M ≠ 0 by omega)
  have h := phase_eq_exp (N := N) (M : ℤ) m
  rw [Int.cast_natCast] at h
  rw [h, ← exp_pi_mul_I, ← exp_int_mul]
  congr 1
  have hN' : (N : ℂ) = 2 * M := by exact_mod_cast hN
  rw [hN']
  push_cast
  field_simp
```

## Linearity of inversion

Spatial inversion is a linear operator, so it passes through the Wannier sum:

$$Pw_R=\sum_k e^{-ikR}P\psi_k .$$

For the other side, put $k\to-k$:

$$s\,w_{m-R}=\sum_k s\,e^{-ik(m-R)}\psi_k=\sum_k e^{-ikR}\,\bigl(s\,e^{ikm}\psi_{-k}\bigr).$$

If the Bloch relation holds, the two sums agree term by term. Conversely, if they agree for every $R$, the inverse transform $\psi_k=\frac1N\sum_R e^{ikR}w_R$ shows that their coefficients agree for every $k$.

The lemma `phase_neg_mul` records $e^{-ikR}e^{ikR}=1$ for later use, `wannier_reflect` is the reindexing, and `wannier_injective` identifies the Wannier sum with Mathlib's discrete Fourier transform, which is injective.

```lean
lemma phase_neg_mul (k R : ZMod N) : phase (-k) R * phase k R = 1 := by
  unfold phase
  rw [← AddChar.map_add_eq_mul, neg_mul, neg_add_cancel, AddChar.map_zero_eq_one]

/-- Reflecting the Wannier functions, `R → a - R`, amounts to replacing `ψₖ` by
`exp(ika) ψ₋ₖ`. -/
theorem wannier_reflect (ψ : ZMod N → V) (s : ℂ) (a R : ZMod N) :
    s • wannier ψ (a - R) = wannier (fun k => (s * phase k a) • ψ (-k)) R := by
  unfold wannier
  rw [Finset.smul_sum]
  refine Fintype.sum_equiv (Equiv.neg _) _ _ fun k => ?_
  simp only [Equiv.neg_apply, neg_neg, smul_smul]
  have h : phase (-k) (a - R) = phase k R * phase (-k) a := by
    unfold phase
    rw [← AddChar.map_add_eq_mul]
    congr 1
    ring
  rw [h]
  congr 1
  ring

/-- The Wannier functions determine the Bloch states. -/
theorem wannier_injective :
    Function.Injective (wannier : (ZMod N → V) → ZMod N → V) := by
  have h : ∀ ψ : ZMod N → V, wannier ψ = ZMod.dft ψ := by
    intro ψ
    funext R
    simp only [wannier, phase, ZMod.dft_apply, neg_mul]
  intro ψ φ e
  rw [h, h] at e
  exact ZMod.dft.injective e
```

In `inversion_iff`, linearity enters through `hP`. The forward direction substitutes the Bloch relation into the sum; the reverse direction applies injectivity.

```lean
/-- Inversion acts on the Bloch states as `P ψₖ = s exp(ikm) ψ₋ₖ` for all `k` exactly when
it acts on the Wannier functions as `P w_R = s w_(m-R)` for all `R`. -/
theorem inversion_iff (P : V →ₗ[ℂ] V) (ψ : ZMod N → V) (s : ℂ) (m : ℤ) :
    (∀ k, P (ψ k) = (s * phase k m) • ψ (-k)) ↔
      ∀ R, P (wannier ψ R) = s • wannier ψ (m - R) := by
  have hP : ∀ R, P (wannier ψ R) = wannier (fun k => P (ψ k)) R := by
    intro R
    simp only [wannier, map_sum, map_smul]
  constructor
  · intro h R
    simp only [hP, wannier_reflect, h]
  · intro h
    have e : wannier (fun k => P (ψ k)) =
        wannier (fun k => (s * phase k (m : ZMod N)) • ψ (-k)) :=
      funext fun R => by rw [← hP, h, wannier_reflect]
    exact congrFun (wannier_injective e)
```

An antilinear map behaves differently. If $K$ is antilinear and $K\psi_k=s\,e^{ikm}\psi_{-k}$, then conjugating the coefficients gives $Kw_R=s\,w_{m+R}$. For $N=4$, $s=1$, $m=0$ and linearly independent $\psi_k$, this yields $Kw_1=w_1$, whereas the inversion relation would require $w_3$.

## Nonzero states at $k=0$ and $k=\pi$

These two momenta are their own negatives, so the Bloch relation becomes a pair of eigenvalue equations:

$$P\psi_0=s\,\psi_0,\qquad P\psi_\pi=s(-1)^m\psi_\pi .$$

A nonzero vector has only one eigenvalue. If the parities are $p$ and $q$, each $\pm1$, then $s=p$ and $(-1)^m=pq$:

| parity at $0$ | parity at $\pi$ | $s$ | $m$ |
|---|---|---|---|
| $+$ | $+$ | $1$ | even |
| $+$ | $-$ | $1$ | odd |
| $-$ | $-$ | $-1$ | even |
| $-$ | $+$ | $-1$ | odd |

The integer $m$ gives a centre of symmetry of the Wannier functions. Let the $\psi_k$ be Bloch functions of a coordinate $x$ measured in cells, with $\psi_k(x+1)=e^{ik}\psi_k(x)$, and let $P$ take $f(x)$ to $f(-x)$. Then $w_R(x)=w_0(x-R)$, and $Pw_0=s\,w_m$ says that $w_0$ is even ($s=1$) or odd ($s=-1$) about $x=-m/2$. For even $m$ this point is a lattice translate of the origin; for odd $m$ it lies midway between two neighbouring translates. On the ring, $w_0$ has the same symmetry about the opposite point, $N/2$ cells away, which for even $N$ is of the same kind; $m$ does not tell near which of the two $w_0$ is concentrated.

The lemma `neg_pi` is $-\pi\equiv\pi$. In `parity_iff`, the hypotheses `h0` and `hpi` are used to cancel the vectors and equate their coefficients.

```lean
omit [NeZero N] in
lemma neg_pi {M : ℕ} (hN : N = 2 * M) : -(M : ZMod N) = M := by
  have h : (M : ZMod N) + M = 0 := by
    rw [← Nat.cast_add, ← two_mul, ← hN, ZMod.natCast_self]
  exact neg_eq_of_add_eq_zero_left h

/-- On an even mesh, if `P w_R = s w_(m-R)` for all `R` and the Bloch states at `k = 0` and `k = π`
are nonzero, their eigenvalues under `P` are `s` and `s(-1)^m`, and no other values. -/
theorem parity_iff {M : ℕ} (hN : N = 2 * M) (P : V →ₗ[ℂ] V) (ψ : ZMod N → V)
    (h0 : ψ 0 ≠ 0) (hpi : ψ M ≠ 0) (s : ℂ) (m : ℤ)
    (h : ∀ R, P (wannier ψ R) = s • wannier ψ (m - R)) (p q : ℂ) :
    (P (ψ 0) = p • ψ 0 ∧ P (ψ M) = q • ψ M) ↔ (p = s ∧ q = s * (-1) ^ m) := by
  have hk := (inversion_iff P ψ s m).2 h
  have a : P (ψ 0) = s • ψ 0 := by
    have := hk 0
    simpa [phase] using this
  have b : P (ψ M) = (s * (-1) ^ m) • ψ M := by
    have := hk M
    rwa [phase_pi hN, neg_pi hN] at this
  constructor
  · rintro ⟨hp, hq⟩
    exact ⟨smul_left_injective ℂ h0 (hp.symm.trans a),
      smul_left_injective ℂ hpi (hq.symm.trans b)⟩
  · rintro ⟨rfl, rfl⟩
    exact ⟨a, b⟩
```

In `kohn_four_cases`, the step `key` solves the two parity equations for $s$ and $(-1)^m$, and each row of the table is one instance of it.

```lean
/-- Kohn's four cases on an even mesh: for nonzero states at `k = 0` and `k = π`, their pair of
parities fixes the sign `s` and whether `m` is even or odd in `P w_R = s w_(m-R)`. -/
theorem kohn_four_cases {M : ℕ} (hN : N = 2 * M) (P : V →ₗ[ℂ] V) (ψ : ZMod N → V)
    (h0 : ψ 0 ≠ 0) (hpi : ψ M ≠ 0) (s : ℂ) (m : ℤ)
    (h : ∀ R, P (wannier ψ R) = s • wannier ψ (m - R)) :
    ((P (ψ 0) = ψ 0 ∧ P (ψ M) = ψ M) ↔ (s = 1 ∧ Even m)) ∧
    ((P (ψ 0) = ψ 0 ∧ P (ψ M) = -ψ M) ↔ (s = 1 ∧ Odd m)) ∧
    ((P (ψ 0) = -ψ 0 ∧ P (ψ M) = -ψ M) ↔ (s = -1 ∧ Even m)) ∧
    ((P (ψ 0) = -ψ 0 ∧ P (ψ M) = ψ M) ↔ (s = -1 ∧ Odd m)) := by
  have ev : Even m ↔ (-1 : ℂ) ^ m = 1 := by
    rcases Int.even_or_odd m with e | e
    · exact iff_of_true e e.neg_one_zpow
    · exact iff_of_false (Int.not_even_iff_odd.2 e) (by rw [e.neg_one_zpow]; norm_num)
  have od : Odd m ↔ (-1 : ℂ) ^ m = -1 := by
    rcases Int.even_or_odd m with e | e
    · exact iff_of_false (Int.not_odd_iff_even.2 e) (by rw [e.neg_one_zpow]; norm_num)
    · exact iff_of_true e e.neg_one_zpow
  -- solve the two parity equations for `s` and `(-1)^m`
  have key : ∀ p q : ℂ, p * p = 1 →
      ((P (ψ 0) = p • ψ 0 ∧ P (ψ M) = q • ψ M) ↔ (s = p ∧ (-1 : ℂ) ^ m = p * q)) := by
    intro p q hp
    rw [parity_iff hN P ψ h0 hpi s m h]
    constructor
    · rintro ⟨h1, h2⟩
      exact ⟨h1.symm, by
        linear_combination -p * h2 + (-1 : ℂ) ^ m * p * h1 - (-1 : ℂ) ^ m * hp⟩
    · rintro ⟨h1, h2⟩
      exact ⟨h1.symm, by linear_combination -s * h2 - q * p * h1 - q * hp⟩
  rw [ev, od]
  refine ⟨?_, ?_, ?_, ?_⟩
  · simpa only [one_smul, mul_one] using key 1 1 (by norm_num)
  · simpa only [one_smul, neg_smul, one_mul] using key 1 (-1) (by norm_num)
  · simpa only [one_smul, neg_smul, mul_neg, mul_one, neg_neg] using
      key (-1) (-1) (by norm_num)
  · simpa only [one_smul, neg_smul, mul_one] using key (-1) 1 (by norm_num)
```

If $\psi_0=0$, the classification fails already for $N=2$. Take $V=\mathbb C$, $P=1$, $\psi_0=0$ and $\psi_\pi=1$, so that $w_0=1$ and $w_1=-1$. The Wannier relation holds both with $s=1$, $m=0$ and with $s=-1$, $m=1$, so the sign is no longer fixed.

With nonzero states, $N=2$ is the smallest ring that shows all four cases. There $w_0=\psi_0+\psi_\pi$ and $w_1=\psi_0-\psi_\pi$. For even $m$, $P$ multiplies each of them by $s$; for odd $m$, it exchanges them, with the factor $s$.

## An involution with unimodular sewing factors

A band from a calculation comes with arbitrary phases. The theorem below describes such a band by its sewing factors $c_k$: $P\psi_k=c_k\psi_{-k}$ with $|c_k|=1$, every $\psi_k\neq0$, and $P^2=1$. The first relation says that inversion sends the state at $k$ to the state at $-k$ up to a phase, as for a nondegenerate band of an inversion-symmetric Hamiltonian with normalised states. It is assumed here; no Hamiltonian appears.

Applying $P$ twice gives $\psi_k=c_kc_{-k}\psi_k$, hence $c_kc_{-k}=1$. In particular $c_0$ and $c_\pi$ are $\pm1$. Set $s=c_0$ and choose $m\in\{0,1\}$ with $c_0(-1)^m=c_\pi$. The rephased states $u_k\psi_k$ satisfy the Bloch relation if $u_kc_k=s\,e^{ikm}u_{-k}$, that is,

$$u_k=d_k\,u_{-k},\qquad d_k=s\,e^{ikm}c_{-k}.$$

The conditions at $k$ and $-k$ are compatible because $d_kd_{-k}=s^2c_kc_{-k}=1$. At the self-paired points, $d_0=c_0^2=1$ and $d_\pi=c_\pi^2=1$. It therefore suffices to set $u=1$ at one member of each pair and $u=d$ at the other.

The proof follows this route: `cc` is the double inversion, `dd` the compatibility, and `dfix` the check at $0$ and $\pi$. The definition of `u` compares integer labels to decide which member of a pair is rephased, and `inversion_iff` carries the result over to the Wannier functions.

```lean
/-- On an even mesh, let `P² = 1` and let the nonzero states `ψₖ` satisfy `P ψₖ = cₖ ψ₋ₖ` with phase
factors `cₖ`. Then the states can be rephased so that `P w_R = s w_(m-R)` for all `R`, with `s = ±1`
and `m = 0` or `1`. -/
theorem exists_symmetric_gauge {M : ℕ} (hN : N = 2 * M) (P : V →ₗ[ℂ] V)
    (hP : ∀ v, P (P v) = v) (ψ : ZMod N → V) (hψ : ∀ k, ψ k ≠ 0) (c : ZMod N → ℂ)
    (hc1 : ∀ k, ‖c k‖ = 1) (hc : ∀ k, P (ψ k) = c k • ψ (-k)) :
    ∃ (s : ℂ) (m : ℤ) (u : ZMod N → ℂ), (s = 1 ∨ s = -1) ∧ (m = 0 ∨ m = 1) ∧
      (∀ k, ‖u k‖ = 1) ∧ ∀ R, P (wannier (fun k => u k • ψ k) R) =
        s • wannier (fun k => u k • ψ k) (m - R) := by
  -- applying inversion twice
  have cc : ∀ k, c k * c (-k) = 1 := by
    intro k
    have h := hP (ψ k)
    rw [hc, map_smul, hc, neg_neg, smul_smul] at h
    exact smul_left_injective ℂ (hψ k) (h.trans (one_smul ℂ (ψ k)).symm)
  have c0 : c 0 * c 0 = 1 := by simpa only [neg_zero] using cc 0
  have cM : c M * c M = 1 := by simpa only [neg_pi hN] using cc M
  obtain ⟨m, hm, hcm⟩ : ∃ m : ℤ, (m = 0 ∨ m = 1) ∧ c 0 * (-1) ^ m = c M := by
    rcases mul_self_eq_mul_self_iff.1 (cM.trans c0.symm) with e | e
    · exact ⟨0, Or.inl rfl, by rw [e, zpow_zero, mul_one]⟩
    · exact ⟨1, Or.inr rfl, by rw [e, zpow_one, mul_neg, mul_one]⟩
  -- `d k` is the required ratio of the new phases at `k` and `-k`
  let d : ZMod N → ℂ := fun k => c 0 * phase k m * c (-k)
  have dd : ∀ k, d k * d (-k) = 1 := by
    intro k
    simp only [d, neg_neg]
    linear_combination (phase (-k) m * phase k m * (c k * c (-k))) * c0 +
      (c k * c (-k)) * phase_neg_mul k (m : ZMod N) + cc k
  have dfix : ∀ k, -k = k → d k = 1 := by
    intro k hk
    rcases (ZMod.neg_eq_self_iff k).1 hk with e | e
    · subst e
      simpa [d, phase] using c0
    · have hkM : k = (M : ZMod N) := by
        rw [← ZMod.natCast_zmod_val k, show k.val = M by omega]
      simp only [d]
      rw [hk, hkM, phase_pi hN, hcm, cM]
  let u : ZMod N → ℂ := fun k => if k.val ≤ (-k).val then 1 else d k
  have hu : ∀ k, u k = d k * u (-k) := by
    intro k
    simp only [u, neg_neg]
    rcases lt_trichotomy k.val (-k).val with h | h | h
    · rw [if_pos h.le, if_neg (not_le_of_gt h), dd]
    · rw [if_pos h.le, if_pos h.ge, dfix k (ZMod.val_injective N h).symm, mul_one]
    · rw [if_neg (not_le_of_gt h), if_pos h.le, mul_one]
  refine ⟨c 0, m, u, mul_self_eq_one_iff.1 c0, hm, ?_, ?_⟩
  · intro k
    have hp : ‖phase k (m : ZMod N)‖ = 1 := by
      unfold phase
      rw [ZMod.stdAddChar_apply]
      exact Circle.norm_coe _
    simp only [u]
    split_ifs
    · exact norm_one
    · simp only [d, norm_mul, hc1, hp, mul_one]
  · refine (inversion_iff P _ (c 0) m).1 fun k => ?_
    simp only [map_smul, hc, smul_smul]
    congr 1
    rw [hu k]
    simp only [d]
    linear_combination (c 0 * phase k m * u (-k)) * cc k
```

Each hypothesis has its own role:

- **$P^2=1$** makes $s$ a sign. For $N=2$, $V=\mathbb C$, $\psi_0=\psi_\pi=1$ and $P=i$, all the other hypotheses hold, but the parity at $k=0$ is $i$ in every gauge, so $s=\pm1$ is impossible.
- **$|c_k|=1$** makes the repair a pure rephasing. If $|c_k|=2$ at some $k$, the condition on $u$ cannot be met by phases.
- **$\psi_k\neq0$** lets the proof cancel the vector in $\psi_k=c_kc_{-k}\psi_k$. At a zero vector, $c_k$ would be undetermined.

The gauge secures symmetry only. The rephased states $u_k\psi_k$ need not vary smoothly with $k$, so the theorem says nothing about localisation. Nor does it make the Wannier functions real: for that, $u_{-k}\psi_{-k}$ must be the complex conjugate of $u_k\psi_k$ for every $k$.

## A model for every sign and every $m$

Let $P$ act on functions of the mesh momentum $q$ by $(Pf)(q)=s\,e^{-iqm}f(-q)$, and let $e_k$ be the function equal to $1$ at $k$ and $0$ elsewhere. Then $Pe_k$ is supported at $q=-k$, where its value is $s\,e^{ikm}$, so $Pe_k=s\,e^{ikm}e_{-k}$.

```lean
/-- A model inversion on functions of the mesh momentum `q`: `(P f)(q) = s exp(-iqm) f(-q)`. -/
def modelInversion (s : ℂ) (m : ℤ) : (ZMod N → ℂ) →ₗ[ℂ] (ZMod N → ℂ) where
  toFun f q := s * phase (-q) m * f (-q)
  map_add' f g := by
    funext q
    simp only [Pi.add_apply]
    ring
  map_smul' a f := by
    funext q
    simp only [Pi.smul_apply, smul_eq_mul, RingHom.id_apply]
    ring
```

The hypothesis `hs : s * s = 1` is used for $P^2=1$: the two phases cancel and leave $P^2=s^2$. Without it, the action on the $e_k$ is unchanged, but $P$ is not an involution. The proof checks the action separately at $q=-k$ and elsewhere. On an even mesh, choosing $s=\pm1$ and $m=0$ or $1$ realises each row of the table with linearly independent states.

```lean
/-- For `s² = 1` the model inversion squares to one and acts on the linearly independent
unit vectors `eₖ` as `P eₖ = s exp(ikm) e₋ₖ`. -/
theorem modelInversion_witness (s : ℂ) (hs : s * s = 1) (m : ℤ) :
    LinearIndependent ℂ (fun k : ZMod N => (Pi.single k 1 : ZMod N → ℂ)) ∧
    (∀ f : ZMod N → ℂ, modelInversion s m (modelInversion s m f) = f) ∧
    ∀ k : ZMod N, modelInversion s m (Pi.single k 1) =
      (s * phase k m) • (Pi.single (-k) 1 : ZMod N → ℂ) := by
  refine ⟨Pi.linearIndependent_single_one (ZMod N) ℂ, fun f => ?_, fun k => ?_⟩
  · funext q
    change s * phase (-q) m * (s * phase (- -q) m * f (- -q)) = f q
    rw [neg_neg]
    linear_combination (phase (-q) m * phase q m * f q) * hs +
      f q * phase_neg_mul q (m : ZMod N)
  · funext q
    change s * phase (-q) m * (Pi.single k 1 : ZMod N → ℂ) (-q) =
      (s * phase k m) * (Pi.single (-k) 1 : ZMod N → ℂ) q
    by_cases h : q = -k
    · subst h
      simp only [neg_neg, Pi.single_eq_same]
    · have h' : -q ≠ k := fun e => h (by rw [← e, neg_neg])
      rw [Pi.single_eq_of_ne h', Pi.single_eq_of_ne h, mul_zero, mul_zero]

end

end KohnWannierInversion
```

```lean
#print axioms KohnWannierInversion.kohn_four_cases
-- 'KohnWannierInversion.kohn_four_cases' depends on axioms: [propext, Classical.choice, Quot.sound]
#print axioms KohnWannierInversion.exists_symmetric_gauge
-- 'KohnWannierInversion.exists_symmetric_gauge' depends on axioms: [propext, Classical.choice, Quot.sound]
```
